# RPA stability as a bound on the eigenvalues of \(A^{-1}B\)

Let \(A\) be a real positive definite matrix and \(B\) a real symmetric matrix of the same size. Then \(A+B\) and \(A-B\), which decide the stability of a real-orbital Hartree–Fock reference when \(A\) and \(B\) are its RPA matrices with exchange included, are both positive definite if and only if every complex eigenvalue of \(A^{-1}B\) has modulus strictly less than 1.

```lean
import Mathlib

open Matrix

namespace CriticalCoupling

variable {n : Type*} [Fintype n]

/-- A real matrix is positive definite exactly when it is symmetric and its quadratic energy
is positive for every nonzero real displacement. -/
theorem posDef_iff_energy (M : Matrix n n ℝ) :
    M.PosDef ↔ M.IsSymm ∧ ∀ x : n → ℝ, x ≠ 0 → 0 < x ⬝ᵥ M *ᵥ x := by
  have hs : M.IsHermitian ↔ M.IsSymm := by
    unfold Matrix.IsHermitian Matrix.IsSymm
    rw [conjTranspose_eq_transpose_of_trivial]
  rw [posDef_iff_dotProduct_mulVec, hs]
  constructor
  · exact fun h => ⟨h.1, fun x hx => by simpa only [star_trivial] using h.2 hx⟩
  · exact fun h => ⟨h.1, fun x hx => by simpa only [star_trivial] using h.2 x hx⟩

/-- A real symmetric matrix couples two displacements equally in either order. -/
theorem energy_comm {M : Matrix n n ℝ} (hM : M.IsSymm) (x y : n → ℝ) :
    x ⬝ᵥ M *ᵥ y = y ⬝ᵥ M *ᵥ x := by
  rw [dotProduct_mulVec, ← mulVec_transpose, hM.eq, dotProduct_comm]

/-- For `A` positive definite and `B` symmetric, on a nonempty index set, some real mode solves
`B x = m A x` with `m` a lower bound of the ratio of the `B` energy to the `A` energy. -/
theorem softest_mode [Nonempty n] {A B : Matrix n n ℝ} (hA : A.PosDef) (hB : B.IsSymm) :
    ∃ m : ℝ, ∃ x : n → ℝ, x ≠ 0 ∧ B *ᵥ x = m • (A *ᵥ x) ∧
      ∀ y : n → ℝ, m * (y ⬝ᵥ A *ᵥ y) ≤ y ⬝ᵥ B *ᵥ y := by
  obtain ⟨hAs, hpos⟩ := (posDef_iff_energy A).1 hA
  have hq : ∀ M : Matrix n n ℝ, Continuous fun y : n → ℝ => y ⬝ᵥ M *ᵥ y := by
    intro M
    simp only [dotProduct, mulVec]
    fun_prop
  have hne : ∀ y ∈ Metric.sphere (0 : n → ℝ) 1, y ≠ 0 := by
    rintro y hy rfl
    simp at hy
  -- the Rayleigh quotient attains its minimum on the unit sphere
  obtain ⟨x, hx, hmin⟩ := (isCompact_sphere (0 : n → ℝ) 1).exists_isMinOn
    (NormedSpace.sphere_nonempty.2 zero_le_one)
    ((hq B).continuousOn.div (hq A).continuousOn fun y hy => (hpos y (hne y hy)).ne')
  obtain ⟨m, hm⟩ : ∃ m, m = (x ⬝ᵥ B *ᵥ x) / (x ⬝ᵥ A *ᵥ x) := ⟨_, rfl⟩
  have hx0 : x ⬝ᵥ B *ᵥ x = m * (x ⬝ᵥ A *ᵥ x) := by
    rw [hm, div_mul_cancel₀ _ (hpos x (hne x hx)).ne']
  have hbound : ∀ y : n → ℝ, m * (y ⬝ᵥ A *ᵥ y) ≤ y ⬝ᵥ B *ᵥ y := by
    intro y
    by_cases hy : y = 0
    · simp [hy]
    have hc : 0 < ‖y‖⁻¹ := inv_pos.2 (norm_pos_iff.2 hy)
    have hz : ‖y‖⁻¹ • y ∈ Metric.sphere (0 : n → ℝ) 1 := by
      rw [mem_sphere_zero_iff_norm, norm_smul, norm_inv, norm_norm,
        inv_mul_cancel₀ (norm_pos_iff.2 hy).ne']
    have hsc : ∀ M : Matrix n n ℝ, (‖y‖⁻¹ • y) ⬝ᵥ M *ᵥ (‖y‖⁻¹ • y)
        = ‖y‖⁻¹ ^ 2 * (y ⬝ᵥ M *ᵥ y) := by
      intro M
      simp only [mulVec_smul, smul_dotProduct, dotProduct_smul, smul_eq_mul]
      ring
    have h : m ≤ ((‖y‖⁻¹ • y) ⬝ᵥ B *ᵥ (‖y‖⁻¹ • y)) / ((‖y‖⁻¹ • y) ⬝ᵥ A *ᵥ (‖y‖⁻¹ • y)) := by
      rw [hm]
      exact hmin hz
    rw [le_div_iff₀ (hpos _ (hne _ hz)), hsc, hsc] at h
    refine le_of_mul_le_mul_left ?_ (pow_pos hc 2)
    linarith
  refine ⟨m, x, hne x hx, ?_, hbound⟩
  -- stationarity: a displacement along the residual r cannot lower the quotient
  obtain ⟨r, hr⟩ : ∃ r, r = B *ᵥ x - m • (A *ᵥ x) := ⟨_, rfl⟩
  have hs : r ⬝ᵥ r = r ⬝ᵥ B *ᵥ x - m * (r ⬝ᵥ A *ᵥ x) := by
    calc r ⬝ᵥ r = r ⬝ᵥ (B *ᵥ x - m • (A *ᵥ x)) := by rw [← hr]
      _ = _ := by rw [dotProduct_sub, dotProduct_smul, smul_eq_mul]
  have hexp : ∀ M : Matrix n n ℝ, M.IsSymm → ∀ a b : ℝ,
      (a • x + b • r) ⬝ᵥ M *ᵥ (a • x + b • r)
        = a ^ 2 * (x ⬝ᵥ M *ᵥ x) + 2 * a * b * (r ⬝ᵥ M *ᵥ x) + b ^ 2 * (r ⬝ᵥ M *ᵥ r) := by
    intro M hM a b
    simp only [mulVec_add, mulVec_smul, dotProduct_add, add_dotProduct, smul_dotProduct,
      dotProduct_smul, smul_eq_mul]
    linear_combination a * b * energy_comm hM x r
  obtain ⟨Q, hQ⟩ : ∃ Q, Q = r ⬝ᵥ B *ᵥ r - m * (r ⬝ᵥ A *ᵥ r) := ⟨_, rfl⟩
  have hQ0 : 0 ≤ Q := by linarith [hbound r]
  have h := hbound ((Q + 1) • x + (-(r ⬝ᵥ r)) • r)
  rw [hexp A hAs, hexp B hB] at h
  have hle : (r ⬝ᵥ r) ^ 2 * (Q + 2) ≤ 0 := by
    linear_combination h + (Q + 1) ^ 2 * hx0 + 2 * (Q + 1) * (r ⬝ᵥ r) * hs
      - (r ⬝ᵥ r) ^ 2 * hQ
  have hsq : (r ⬝ᵥ r) ^ 2 = 0 := by
    nlinarith [sq_nonneg (r ⬝ᵥ r), mul_nonneg (sq_nonneg (r ⬝ᵥ r)) hQ0]
  have hr0 : r = 0 := dotProduct_self_eq_zero.1 (pow_eq_zero_iff two_ne_zero |>.1 hsq)
  exact sub_eq_zero.1 (hr.symm.trans hr0)

/-- A complex eigenvector equation for a real matrix is a pair of coupled real equations
for the real and imaginary parts of the vector. -/
theorem complex_eigen_split (K : Matrix n n ℝ) (μ : ℂ) (v : n → ℂ) :
    K.map (fun r : ℝ => (r : ℂ)) *ᵥ v = μ • v ↔
      K *ᵥ (fun i => (v i).re) = μ.re • (fun i => (v i).re) - μ.im • (fun i => (v i).im) ∧
      K *ᵥ (fun i => (v i).im) = μ.re • (fun i => (v i).im) + μ.im • (fun i => (v i).re) := by
  have h1 : ∀ i, ((K.map (fun r : ℝ => (r : ℂ)) *ᵥ v) i).re = (K *ᵥ fun i => (v i).re) i := by
    intro i
    simp [mulVec, dotProduct]
  have h2 : ∀ i, ((K.map (fun r : ℝ => (r : ℂ)) *ᵥ v) i).im = (K *ᵥ fun i => (v i).im) i := by
    intro i
    simp [mulVec, dotProduct]
  constructor
  · intro h
    constructor
    · funext i
      rw [← h1, h]
      simp [Complex.mul_re]
    · funext i
      rw [← h2, h]
      simp [Complex.mul_im]
  · rintro ⟨hr, hi⟩
    funext i
    apply Complex.ext
    · rw [h1, hr]
      simp [Complex.mul_re]
    · rw [h2, hi]
      simp [Complex.mul_im]

variable [DecidableEq n]

/-- The complex number `μ` is an eigenvalue of `A⁻¹ B`, with a nonzero complex eigenvector;
the domain is invertible `A`. -/
def IsCouplingEigenvalue (A B : Matrix n n ℝ) (μ : ℂ) : Prop :=
  ∃ v : n → ℂ, v ≠ 0 ∧ (A⁻¹ * B).map (fun r : ℝ => (r : ℂ)) *ᵥ v = μ • v

/-- For `A` positive definite and `B` symmetric, the complex eigenvalues of `A⁻¹ B` are exactly
the real numbers `m` for which `B x = m A x` has a nonzero real solution. -/
theorem isCouplingEigenvalue_iff {A B : Matrix n n ℝ} (hA : A.PosDef) (hB : B.IsSymm) (μ : ℂ) :
    IsCouplingEigenvalue A B μ ↔
      ∃ m : ℝ, μ = (m : ℂ) ∧ ∃ x : n → ℝ, x ≠ 0 ∧ B *ᵥ x = m • (A *ᵥ x) := by
  obtain ⟨hAs, hpos⟩ := (posDef_iff_energy A).1 hA
  have hdet : IsUnit A.det := hA.det_pos.ne'.isUnit
  constructor
  · rintro ⟨v, hv, h⟩
    obtain ⟨hr, hi⟩ := (complex_eigen_split _ μ v).1 h
    have hne : (fun i => (v i).re) ≠ 0 ∨ (fun i => (v i).im) ≠ 0 := by
      by_contra hcon
      rw [not_or, not_not, not_not] at hcon
      exact hv (funext fun i => Complex.ext (congrFun hcon.1 i) (congrFun hcon.2 i))
    generalize (fun i => (v i).re) = x at hr hi hne
    generalize (fun i => (v i).im) = y at hr hi hne
    have hK : ∀ z : n → ℝ, B *ᵥ z = A *ᵥ ((A⁻¹ * B) *ᵥ z) := by
      intro z
      rw [mulVec_mulVec, ← Matrix.mul_assoc, mul_nonsing_inv _ hdet, Matrix.one_mul]
    have hx := hK x
    have hy := hK y
    rw [hr, mulVec_sub, mulVec_smul, mulVec_smul] at hx
    rw [hi, mulVec_add, mulVec_smul, mulVec_smul] at hy
    have hnn : ∀ z : n → ℝ, 0 ≤ z ⬝ᵥ A *ᵥ z := by
      intro z
      by_cases hz : z = 0
      · simp [hz]
      · exact (hpos z hz).le
    have hS : 0 < x ⬝ᵥ A *ᵥ x + y ⬝ᵥ A *ᵥ y := by
      rcases hne with h0 | h0
      · linarith [hpos x h0, hnn y]
      · linarith [hpos y h0, hnn x]
    -- symmetry of A and B and positivity of A remove the imaginary part of the eigenvalue
    have e1 : y ⬝ᵥ B *ᵥ x = μ.re * (y ⬝ᵥ A *ᵥ x) - μ.im * (y ⬝ᵥ A *ᵥ y) := by
      rw [hx, dotProduct_sub, dotProduct_smul, dotProduct_smul, smul_eq_mul, smul_eq_mul]
    have e2 : x ⬝ᵥ B *ᵥ y = μ.re * (x ⬝ᵥ A *ᵥ y) + μ.im * (x ⬝ᵥ A *ᵥ x) := by
      rw [hy, dotProduct_add, dotProduct_smul, dotProduct_smul, smul_eq_mul, smul_eq_mul]
    have hb : μ.im * (x ⬝ᵥ A *ᵥ x + y ⬝ᵥ A *ᵥ y) = 0 := by
      linear_combination e1 - e2 - energy_comm hB y x + μ.re * energy_comm hAs y x
    have him : μ.im = 0 := (mul_eq_zero.1 hb).resolve_right hS.ne'
    rw [him, zero_smul, sub_zero] at hx
    rw [him, zero_smul, add_zero] at hy
    refine ⟨μ.re, Complex.ext (by simp) (by simp [him]), ?_⟩
    rcases hne with h0 | h0
    · exact ⟨x, h0, hx⟩
    · exact ⟨y, h0, hy⟩
  · rintro ⟨m, rfl, x, hx, h⟩
    have hK : (A⁻¹ * B) *ᵥ x = m • x := by
      rw [← mulVec_mulVec, h, mulVec_smul, mulVec_mulVec, nonsing_inv_mul _ hdet, one_mulVec]
    refine ⟨fun i => (x i : ℂ), ?_, (complex_eigen_split _ _ _).2 ⟨?_, ?_⟩⟩
    · intro h0
      exact hx (funext fun i => Complex.ofReal_eq_zero.1 (congrFun h0 i))
    · simp only [Complex.ofReal_re, Complex.ofReal_im, zero_smul, sub_zero]
      exact hK
    · funext i
      simp [mulVec, dotProduct]

/-- For `A` positive definite, `B` symmetric and real coupling strength `g`, both `A + g B` and
`A - g B` are positive definite iff `|g| |μ| < 1` for every complex eigenvalue `μ` of `A⁻¹ B`. -/
theorem stable_at_coupling_iff {A B : Matrix n n ℝ} (hA : A.PosDef) (hB : B.IsSymm) (g : ℝ) :
    (A + g • B).PosDef ∧ (A - g • B).PosDef ↔
      ∀ μ : ℂ, IsCouplingEigenvalue A B μ → |g| * ‖μ‖ < 1 := by
  obtain ⟨hAs, hpos⟩ := (posDef_iff_energy A).1 hA
  have hplus : ∀ x : n → ℝ, x ⬝ᵥ (A + g • B) *ᵥ x = x ⬝ᵥ A *ᵥ x + g * (x ⬝ᵥ B *ᵥ x) := by
    intro x
    rw [add_mulVec, smul_mulVec, dotProduct_add, dotProduct_smul, smul_eq_mul]
  have hminus : ∀ x : n → ℝ, x ⬝ᵥ (A - g • B) *ᵥ x = x ⬝ᵥ A *ᵥ x - g * (x ⬝ᵥ B *ᵥ x) := by
    intro x
    rw [sub_mulVec, smul_mulVec, dotProduct_sub, dotProduct_smul, smul_eq_mul]
  have habs : ∀ m : ℝ, |g| * ‖(m : ℂ)‖ < 1 ↔ -1 < g * m ∧ g * m < 1 := by
    intro m
    rw [Complex.norm_real, Real.norm_eq_abs, ← abs_mul, abs_lt]
  constructor
  · rintro ⟨hp, hm⟩ μ hμ
    obtain ⟨m, rfl, x, hx, h⟩ := (isCouplingEigenvalue_iff hA hB μ).1 hμ
    have h1 := ((posDef_iff_energy _).1 hp).2 x hx
    have h2 := ((posDef_iff_energy _).1 hm).2 x hx
    rw [hplus, h, dotProduct_smul, smul_eq_mul] at h1
    rw [hminus, h, dotProduct_smul, smul_eq_mul] at h2
    have ha := hpos x hx
    rw [habs]
    constructor
    · by_contra hc
      nlinarith [mul_nonneg (sub_nonneg.2 (not_lt.1 hc)) ha.le]
    · by_contra hc
      nlinarith [mul_nonneg (sub_nonneg.2 (not_lt.1 hc)) ha.le]
  · intro hev
    -- the extreme modes of B and -B bound the coupling energy from both sides
    have key : ∀ x : n → ℝ, x ≠ 0 →
        0 < x ⬝ᵥ A *ᵥ x + g * (x ⬝ᵥ B *ᵥ x) ∧ 0 < x ⬝ᵥ A *ᵥ x - g * (x ⬝ᵥ B *ᵥ x) := by
      intro x hx
      obtain ⟨i, -⟩ := Function.ne_iff.1 hx
      have : Nonempty n := ⟨i⟩
      obtain ⟨m, u, hu, hum, hlow⟩ := softest_mode hA hB
      obtain ⟨k, w, hw, hwk, hup⟩ := softest_mode hA hB.neg
      have hwk' : B *ᵥ w = (-k) • (A *ᵥ w) := by
        rw [neg_smul, ← hwk, neg_mulVec, neg_neg]
      obtain ⟨m1, m2⟩ := (habs m).1
        (hev _ ((isCouplingEigenvalue_iff hA hB _).2 ⟨m, rfl, u, hu, hum⟩))
      obtain ⟨k1, k2⟩ := (habs (-k)).1
        (hev _ ((isCouplingEigenvalue_iff hA hB _).2 ⟨-k, rfl, w, hw, hwk'⟩))
      have hl := hlow x
      have hh := hup x
      rw [neg_mulVec, dotProduct_neg] at hh
      have ha := hpos x hx
      have p1 := mul_pos (sub_pos.2 m1) ha
      have p2 := mul_pos (sub_pos.2 m2) ha
      have p3 := mul_pos (sub_pos.2 k1) ha
      have p4 := mul_pos (sub_pos.2 k2) ha
      rcases le_total 0 g with hg | hg
      · have q1 := mul_le_mul_of_nonneg_left hl hg
        have q2 := mul_le_mul_of_nonneg_left hh hg
        constructor <;> nlinarith
      · have q1 := mul_le_mul_of_nonpos_left hl hg
        have q2 := mul_le_mul_of_nonpos_left hh hg
        constructor <;> nlinarith
    constructor
    · refine (posDef_iff_energy _).2 ⟨hAs.add (hB.smul g), fun x hx => ?_⟩
      rw [hplus]
      exact (key x hx).1
    · refine (posDef_iff_energy _).2 ⟨hAs.sub (hB.smul g), fun x hx => ?_⟩
      rw [hminus]
      exact (key x hx).2

/-- For `A` positive definite and `B` symmetric, `A + B` and `A - B` are both positive definite
iff every complex eigenvalue of `A⁻¹ B` has modulus strictly less than one. -/
theorem stable_iff_eigenvalues_lt_one {A B : Matrix n n ℝ} (hA : A.PosDef) (hB : B.IsSymm) :
    (A + B).PosDef ∧ (A - B).PosDef ↔ ∀ μ : ℂ, IsCouplingEigenvalue A B μ → ‖μ‖ < 1 := by
  have h := stable_at_coupling_iff hA hB 1
  simp only [one_smul, abs_one, one_mul] at h
  exact h

/-- For `A` positive definite and `B` symmetric, `A - g B` is singular at the real coupling `g`
exactly when `g μ = 1` for some eigenvalue `μ` of `A⁻¹ B`. -/
theorem singular_at_coupling_iff {A B : Matrix n n ℝ} (hA : A.PosDef) (hB : B.IsSymm) (g : ℝ) :
    (A - g • B).det = 0 ↔ ∃ μ : ℂ, IsCouplingEigenvalue A B μ ∧ (g : ℂ) * μ = 1 := by
  rw [← exists_mulVec_eq_zero_iff]
  constructor
  · rintro ⟨x, hx, h⟩
    rw [sub_mulVec, smul_mulVec, sub_eq_zero] at h
    have hg : g ≠ 0 := by
      intro hg
      have hp := ((posDef_iff_energy A).1 hA).2 x hx
      rw [h, hg, zero_smul, dotProduct_zero] at hp
      exact lt_irrefl _ hp
    refine ⟨((g⁻¹ : ℝ) : ℂ), (isCouplingEigenvalue_iff hA hB _).2 ⟨g⁻¹, rfl, x, hx, ?_⟩, ?_⟩
    · rw [h, smul_smul, inv_mul_cancel₀ hg, one_smul]
    · rw [← Complex.ofReal_mul, mul_inv_cancel₀ hg, Complex.ofReal_one]
  · rintro ⟨μ, hμ, hgμ⟩
    obtain ⟨m, rfl, x, hx, h⟩ := (isCouplingEigenvalue_iff hA hB μ).1 hμ
    have hgm : g * m = 1 := by exact_mod_cast hgμ
    exact ⟨x, hx, by rw [sub_mulVec, smul_mulVec, h, smul_smul, hgm, one_smul, sub_self]⟩

end CriticalCoupling
```

```lean
#print axioms CriticalCoupling.stable_iff_eigenvalues_lt_one
#print axioms CriticalCoupling.singular_at_coupling_iff
```

```
'CriticalCoupling.stable_iff_eigenvalues_lt_one' depends on axioms: [propext, Classical.choice, Quot.sound]
'CriticalCoupling.singular_at_coupling_iff' depends on axioms: [propext, Classical.choice, Quot.sound]
```

## Two stability matrices and one spectrum

In the random-phase approximation, \(A\) couples excitations to one another and \(B\) couples excitations to de-excitations. For a Hartree–Fock reference with real orbitals, and with exchange included in both matrices, \(A+B\) and \(A-B\) govern the second-order energy change under real and imaginary orbital rotations. Direct RPA, which leaves exchange out of \(A\) and \(B\), does not test the stability of that reference. The Hartree–Fock reference is stable against both kinds of rotation when \(A+B\) and \(A-B\), built with exchange, are positive definite.

The theorem `stable_iff_eigenvalues_lt_one` turns this pair of conditions into a bound on one spectrum. It applies to finite real matrices with \(A\) already positive definite, which means that the Tamm–Dancoff problem, where \(B\) is dropped, has only positive excitation energies. This is assumed, as is the symmetry of \(B\). The step left to the user is to identify \(A\) and \(B\) with the response matrices of an actual stationary reference.

The more general `stable_at_coupling_iff` inserts a real strength \(g\): \(A+gB\) and \(A-gB\) are both positive definite exactly when \(|g|\,|\mu|<1\) for every eigenvalue \(\mu\) of \(A^{-1}B\). If some \(\mu\) is nonzero, the critical coupling is therefore \(|g|=1/\max|\mu|\). Here \(g\) scales \(B\) alone, from Tamm–Dancoff at \(g=0\) to the full problem at \(g=1\); a change of the physical interaction strength would alter \(A\) as well. Finally, `singular_at_coupling_iff` says that \(\det(A-gB)=0\) exactly when \(g\mu=1\) for some eigenvalue.

In Lean, the finite type `n` labels the excitations, `*ᵥ` applies a matrix to a vector, and `⬝ᵥ` is the dot product without conjugation. `A.PosDef` includes symmetry, and `posDef_iff_energy` restates it as symmetry together with \(x\cdot Ax>0\) for all real \(x\neq0\). `IsCouplingEigenvalue A B μ` asks for a nonzero complex vector \(v\) with \(A^{-1}Bv=\mu v\), and `‖μ‖` is the modulus. These \(\mu\) are dimensionless ratios, not RPA excitation frequencies. Likewise, the "mode" in `softest_mode` is a solution of \(Bx=mAx\), not an RPA normal mode.

## The eigenvalues are real

The product \(A^{-1}B\) is generally not symmetric, so the reality of its eigenvalues needs an argument. Write \(v=x+iy\) and \(\mu=a+ib\), with \(x,y,a,b\) real. Separating real and imaginary parts, as `complex_eigen_split` does, and multiplying by \(A\) gives

\[
Bx=aAx-bAy,\qquad By=aAy+bAx .
\]

Take the dot product of the first equation with \(y\) and of the second with \(x\):

\[
y\cdot Bx=a\,y\cdot Ax-b\,y\cdot Ay,\qquad
x\cdot By=a\,x\cdot Ay+b\,x\cdot Ax .
\]

By symmetry (`energy_comm`), \(y\cdot Bx=x\cdot By\) and \(y\cdot Ax=x\cdot Ay\). Subtraction leaves

\[
b\,(x\cdot Ax+y\cdot Ay)=0 .
\]

The bracket is positive because \(v\neq0\), so \(b=0\). Whichever of \(x,y\) is nonzero then solves the real equation \(Bx=aAx\). Conversely, a real solution gives \(A^{-1}Bx=ax\). This is `isCouplingEigenvalue_iff`, where `linear_combination` performs the subtraction.

## The lowest ratio belongs to an eigenvector

For at least one excitation, `softest_mode` minimises \(x\cdot Bx/x\cdot Ax\) over a compact unit sphere. Lean's norm on `n → ℝ` is the maximum norm, so this sphere is the surface of a cube; the ratio does not depend on the length of \(x\), so the choice is harmless. Let \(m\) be the minimum, reached at \(x\), and set

\[
F(y)=y\cdot By-m\,y\cdot Ay .
\]

Rescaling any nonzero \(y\) to the sphere shows \(F(y)\ge0\) for all \(y\), while \(F(x)=0\).

To show that \(x\) solves the eigenvalue equation, let \(r=Bx-mAx\), \(s=r\cdot r\) and \(Q=F(r)\ge0\). For real \(\alpha,\beta\), expansion gives

\[
F(\alpha x+\beta r)=2\alpha\beta s+\beta^2Q .
\]

Choosing \(\alpha=Q+1\) and \(\beta=-s\) yields

\[
0\le -2(Q+1)s^2+s^2Q=-(Q+2)s^2 .
\]

Hence \(s=0\), so \(r=0\) and \(Bx=mAx\). The Lean proof uses this same trial vector in place of a derivative; `hexp` is the expansion and `hle` the final inequality.

## From the extreme ratios to stability

Suppose both \(A\pm gB\) are positive definite. On a real eigenvector with \(Bx=mAx\),

\[
0<x\cdot(A\pm gB)x=(1\pm gm)\,x\cdot Ax ,
\]

so \(|gm|<1\).

For the converse, suppose there is at least one excitation, since otherwise there is no nonzero \(x\) to test. Apply `softest_mode` to \(B\) and to \(-B\). This gives eigenvalues \(m_-\) and \(m_+\) with

\[
m_-\,x\cdot Ax\le x\cdot Bx\le m_+\,x\cdot Ax .
\]

In the code, \(m_-\) is `m` and \(m_+\) is `-k`. Multiplication by \(g\) places \(g\,x\cdot Bx\) between \(gm_-\,x\cdot Ax\) and \(gm_+\,x\cdot Ax\), in an order set by the sign of \(g\); this is why the proof splits into two cases. Since \(|gm_\pm|<1\), every \(x\neq0\) satisfies \(|g\,x\cdot Bx|<x\cdot Ax\), and both energies \(x\cdot(A\pm gB)x\) are positive. Setting \(g=1\) gives the opening result.

For the determinant, a nonzero \(x\) with \((A-gB)x=0\) satisfies \(Ax=gBx\). Here \(g\neq0\), since otherwise \(Ax=0\), so \(Bx=g^{-1}Ax\) and \(\mu=g^{-1}\) is an eigenvalue. Conversely, if \(Bx=mAx\) and \(gm=1\), then \((A-gB)x=(1-gm)Ax=0\).

## Why the modulus matters

It is easy to check only that the largest eigenvalue lies below 1, which secures \(A-B\) but not \(A+B\). With \(1\times1\) matrices \(A=1\) and \(B=-2\), the only eigenvalue is \(-2<1\). Then \(A-B=3\) is positive, but \(A+B=-1\) is not.
